# For multiplicative translation matrices, det(1 + s T) of a KKR cluster is independent of the expansion centre

With s set by the normalisation of T, 1 + s T is the S-matrix of a cluster, and I read the total scattering phase from its determinant. If det(1 + s T) changed when I moved the expansion centre, that phase could depend on an arbitrary origin. The cluster T-matrix itself generally changes: it is a sum of scattering paths, each translated to the chosen centre. I believe that the change is only a translation matrix on each side, and that the determinant doesn't notice it. Can this be stated rigorously and checked by machine, with the assumptions on the translation matrices made explicit?

## Removing the centre from the determinant

Yes, provided that the translations compose exactly. Let J(x − y) convert regular-wave coefficients about y into coefficients about x, with

J(x + y) = J(x) J(y).

For sites R_n and scattering-path matrices τ_nm, the cluster T-matrix about a is

T(a) = Σ_n Σ_m J(a − R_n) τ_nm J(R_m − a).

The left factor translates outgoing waves; outside a sphere about a that encloses all sites, they re-expand with the same matrices as regular waves. To compare T(a) with the T-matrix about another centre b, split both translations through b:

J(a − R_n) = J(a − b) J(b − R_n)
J(R_m − a) = J(R_m − b) J(b − a).

The outer factors do not depend on n or m, so they leave the sums:

T(a) = J(a − b) T(b) J(b − a).

For the determinant, collect sites and partial waves into one index and define the blocks

C(a)_n = J(a − R_n), P_nm = τ_nm, E(a)_m = J(R_m − a).

Then T(a) = C(a) P E(a). In the opposite order, the centre disappears from the product of translations:

[E(a) C(a)]_nm = J(R_n − a) J(a − R_m) = J(R_n − R_m) = G_nm.

The identity det(1 + XY) = det(1 + YX), with X = s C(a) and Y = P E(a), gives

det(1 + s T(a)) = det(1 + s P E(a) C(a)) = det(1 + s P G).

The right-hand side contains no a. Here G holds regular-wave translations, with J(0) on its diagonal blocks; it is not the matrix of KKR structure constants, which re-expand outgoing waves as regular ones.

Now add J(0) = 1 and write S(a) = 1 + s T(a). Since J(a − b) J(b − a) = J(0) = 1, the unit matrix obeys the same shift law as T, and therefore

S(a) = J(a − b) S(b) J(b − a).

If also J(x)† = J(−x), unitarity at b carries over to a:

S(a)†S(a) = J(a − b) S(b)† J(b − a) J(a − b) S(b) J(b − a)
= J(a − b) S(b)†S(b) J(b − a) = 1.

## The Lean file

```lean
import Mathlib

open Matrix

namespace KKRClusterTMatrix

noncomputable section

variable {A N L : Type*} [AddCommGroup A] [Fintype N] [Fintype L]

/-- The cluster T-matrix about the centre `a`: every scattering path `τ n m` between the sites
`R n` and `R m` is translated to `a` and the contributions are summed. -/
def clusterT (J : A → Matrix L L ℂ) (R : N → A) (τ : N → N → Matrix L L ℂ) (a : A) :
    Matrix L L ℂ :=
  ∑ n, ∑ m, J (a - R n) * τ n m * J (R m - a)

/-- The scattering paths as one matrix over sites and partial waves. -/
def pathMatrix (τ : N → N → Matrix L L ℂ) : Matrix (N × L) (N × L) ℂ :=
  Matrix.of fun p q => τ p.1 q.1 p.2 q.2

/-- The translations between all pairs of sites as one matrix over sites and partial waves. -/
def intersiteJ (J : A → Matrix L L ℂ) (R : N → A) : Matrix (N × L) (N × L) ℂ :=
  Matrix.of fun p q => J (R p.1 - R q.1) p.2 q.2

/-- Translation of waves from the sites to the common centre `a`. -/
def collect (J : A → Matrix L L ℂ) (R : N → A) (a : A) : Matrix L (N × L) ℂ :=
  Matrix.of fun l q => J (a - R q.1) l q.2

/-- Translation of waves from the common centre `a` to the sites. -/
def expand (J : A → Matrix L L ℂ) (R : N → A) (a : A) : Matrix (N × L) L ℂ :=
  Matrix.of fun p l => J (R p.1 - a) p.2 l

/-- If `J (x + y) = J x * J y`, moving the expansion centre from `b` to `a` multiplies the cluster
T-matrix by a translation matrix on each side. -/
theorem clusterT_shift {J : A → Matrix L L ℂ} (hadd : ∀ x y, J (x + y) = J x * J y)
    (R : N → A) (τ : N → N → Matrix L L ℂ) (a b : A) :
    clusterT J R τ a = J (a - b) * clusterT J R τ b * J (b - a) := by
  unfold clusterT
  simp only [Finset.mul_sum, Finset.sum_mul]
  refine Finset.sum_congr rfl fun n _ => Finset.sum_congr rfl fun m _ => ?_
  -- each translation is split into two steps through `b`
  have h1 : J (a - R n) = J (a - b) * J (b - R n) := by
    rw [← hadd, sub_add_sub_cancel]
  have h2 : J (R m - a) = J (R m - b) * J (b - a) := by
    rw [← hadd, sub_add_sub_cancel]
  rw [h1, h2]
  simp only [Matrix.mul_assoc]

/-- The cluster T-matrix is the product of three steps: expansion about the sites, scattering
along all paths, and collection at the common centre. -/
theorem clusterT_factor (J : A → Matrix L L ℂ) (R : N → A) (τ : N → N → Matrix L L ℂ) (a : A) :
    clusterT J R τ a = collect J R a * pathMatrix τ * expand J R a := by
  ext i j
  simp only [clusterT, collect, pathMatrix, expand, Matrix.sum_apply, Matrix.mul_apply,
    Matrix.of_apply, Fintype.sum_prod_type, Finset.sum_mul]
  -- only the order of the sums differs
  refine Finset.sum_comm.trans ?_
  refine Finset.sum_congr rfl fun m _ => ?_
  exact Finset.sum_comm

omit [Fintype N] in
/-- If `J (x + y) = J x * J y`, collecting waves at a common centre and expanding them again about
the sites amounts to direct translation between the sites. -/
theorem expand_mul_collect {J : A → Matrix L L ℂ} (hadd : ∀ x y, J (x + y) = J x * J y)
    (R : N → A) (a : A) : expand J R a * collect J R a = intersiteJ J R := by
  ext p q
  have h : J (R p.1 - R q.1) = J (R p.1 - a) * J (a - R q.1) := by
    rw [← hadd, sub_add_sub_cancel]
  simp only [expand, collect, intersiteJ, Matrix.of_apply, h, Matrix.mul_apply]

variable [DecidableEq L]

/-- The matrix `1 + s T(a)` of the cluster about the centre `a`. -/
def clusterS (J : A → Matrix L L ℂ) (R : N → A) (τ : N → N → Matrix L L ℂ) (s : ℂ) (a : A) :
    Matrix L L ℂ :=
  1 + s • clusterT J R τ a

/-- If `J (x + y) = J x * J y`, the determinant of `1 + s T(a)` equals a determinant over sites and
partial waves built from `s`, the scattering paths and the translations between sites. -/
theorem det_clusterS_eq_intersite [DecidableEq N] {J : A → Matrix L L ℂ}
    (hadd : ∀ x y, J (x + y) = J x * J y) (R : N → A) (τ : N → N → Matrix L L ℂ)
    (s : ℂ) (a : A) :
    (clusterS J R τ s a).det = (1 + s • (pathMatrix τ * intersiteJ J R)).det := by
  unfold clusterS
  -- exchange the two factors in `det (1 + X Y)`
  rw [clusterT_factor, Matrix.mul_assoc, ← Matrix.smul_mul, Matrix.det_one_add_mul_comm,
    Matrix.mul_smul, Matrix.mul_assoc, expand_mul_collect hadd]

/-- If `J (x + y) = J x * J y`, the determinant of `1 + s T(a)` is the same for every choice of
expansion centre. -/
theorem det_clusterS_independent {J : A → Matrix L L ℂ}
    (hadd : ∀ x y, J (x + y) = J x * J y) (R : N → A) (τ : N → N → Matrix L L ℂ)
    (s : ℂ) (a b : A) :
    (clusterS J R τ s a).det = (clusterS J R τ s b).det := by
  classical
  rw [det_clusterS_eq_intersite hadd, det_clusterS_eq_intersite hadd]

/-- If `J (x + y) = J x * J y` and the zero translation is the identity, then `1 + s T` changes with
the expansion centre by the same two-sided translation as `T`. -/
theorem clusterS_shift {J : A → Matrix L L ℂ} (h0 : J 0 = 1)
    (hadd : ∀ x y, J (x + y) = J x * J y) (R : N → A) (τ : N → N → Matrix L L ℂ)
    (s : ℂ) (a b : A) :
    clusterS J R τ s a = J (a - b) * clusterS J R τ s b * J (b - a) := by
  have h : J (a - b) * J (b - a) = 1 := by
    rw [← hadd, sub_add_sub_cancel, sub_self, h0]
  unfold clusterS
  rw [Matrix.mul_add, Matrix.add_mul, Matrix.mul_one, h, Matrix.mul_smul, Matrix.smul_mul,
    ← clusterT_shift hadd R τ a b]

/-- If `J (x + y) = J x * J y`, the zero translation is the identity and the adjoint of each
translation is the reverse translation, then unitarity of `1 + s T` about one centre implies
unitarity about every other centre. -/
theorem clusterS_unitary {J : A → Matrix L L ℂ} (h0 : J 0 = 1)
    (hadd : ∀ x y, J (x + y) = J x * J y) (hJ : ∀ x, (J x)ᴴ = J (-x))
    (R : N → A) (τ : N → N → Matrix L L ℂ) (s : ℂ) (a b : A)
    (hb : (clusterS J R τ s b)ᴴ * clusterS J R τ s b = 1) :
    (clusterS J R τ s a)ᴴ * clusterS J R τ s a = 1 := by
  have hc : ∀ x y : A, J (x - y) * J (y - x) = 1 := fun x y => by
    rw [← hadd, sub_add_sub_cancel, sub_self, h0]
  have e1 : (J (a - b))ᴴ = J (b - a) := by rw [hJ, neg_sub]
  have e2 : (J (b - a))ᴴ = J (a - b) := by rw [hJ, neg_sub]
  rw [clusterS_shift h0 hadd R τ s a b, Matrix.conjTranspose_mul, Matrix.conjTranspose_mul,
    e1, e2]
  -- the inner translations cancel first, then the outer ones
  calc J (a - b) * ((clusterS J R τ s b)ᴴ * J (b - a)) *
        (J (a - b) * clusterS J R τ s b * J (b - a))
      = J (a - b) * ((clusterS J R τ s b)ᴴ * (J (b - a) * J (a - b)) *
          clusterS J R τ s b) * J (b - a) := by simp only [Matrix.mul_assoc]
    _ = 1 := by rw [hc b a, Matrix.mul_one, hb, Matrix.mul_one, hc a b]

/-- Translation matrix for the even and odd standing waves `cos kx` and `sin kx` on a line. -/
def lineJ (k x : ℝ) : Matrix (Fin 2) (Fin 2) ℂ :=
  !![(Real.cos (k * x) : ℂ), (Real.sin (k * x) : ℂ);
    -(Real.sin (k * x) : ℂ), (Real.cos (k * x) : ℂ)]

/-- The standing-wave translations on a line start at the identity, compose additively, and have
the reverse translations as adjoints. -/
theorem lineJ_witness (k : ℝ) :
    lineJ k 0 = 1 ∧ (∀ x y, lineJ k (x + y) = lineJ k x * lineJ k y) ∧
      ∀ x, (lineJ k x)ᴴ = lineJ k (-x) := by
  refine ⟨?_, fun x y => ?_, fun x => ?_⟩
  · ext i j
    fin_cases i <;> fin_cases j <;> simp [lineJ]
  · ext i j
    fin_cases i <;> fin_cases j <;>
      simp [lineJ, Matrix.mul_apply, Fin.sum_univ_two, mul_add, Real.cos_add, Real.sin_add,
        -Complex.ofReal_cos, -Complex.ofReal_sin] <;> ring
  · ext i j
    fin_cases i <;> fin_cases j <;>
      simp [lineJ, Matrix.conjTranspose_apply, -Complex.ofReal_cos, -Complex.ofReal_sin]

/-- For one scatterer on a line whose path matrix in the even and odd waves is `diag(i - 1, 0)`, `1
+ T` about the scatterer is unitary. -/
theorem clusterS_unitary_witness (k r : ℝ) :
    (clusterS (lineJ k) (fun _ : Unit => r)
        (fun _ _ => !![Complex.I - 1, 0; 0, 0]) 1 r)ᴴ *
      clusterS (lineJ k) (fun _ : Unit => r)
        (fun _ _ => !![Complex.I - 1, 0; 0, 0]) 1 r = 1 := by
  have hS : clusterS (lineJ k) (fun _ : Unit => r)
      (fun _ _ => !![Complex.I - 1, 0; 0, 0]) 1 r = !![Complex.I, 0; 0, 1] := by
    have hT : clusterT (lineJ k) (fun _ : Unit => r)
        (fun _ _ => !![Complex.I - 1, 0; 0, 0]) r = !![Complex.I - 1, 0; 0, 0] := by
      simp [clusterT, (lineJ_witness k).1]
    unfold clusterS
    rw [hT]
    ext i j
    fin_cases i <;> fin_cases j <;> simp
  rw [hS]
  ext i j
  fin_cases i <;> fin_cases j <;>
    simp [Matrix.mul_apply, Fin.sum_univ_two, Matrix.conjTranspose_apply]

end

end KKRClusterTMatrix
```

```lean
#print axioms KKRClusterTMatrix.det_clusterS_independent
-- 'KKRClusterTMatrix.det_clusterS_independent' depends on axioms: [propext, Classical.choice, Quot.sound]
#print axioms KKRClusterTMatrix.clusterS_unitary
-- 'KKRClusterTMatrix.clusterS_unitary' depends on axioms: [propext, Classical.choice, Quot.sound]
```

## What the theorems assume about the waves

Positions lie in an additive commutative group `A`; `N` labels finitely many sites and `L` finitely many partial waves. The hypothesis `hadd` is the composition law. `clusterT_shift` and `det_clusterS_independent` need nothing else about `J`, while `h0`, the statement that no displacement means no change, enters for `clusterS_shift` and `clusterS_unitary`. The hypothesis `hJ` says that reversing a translation is taking its adjoint.

The matrices `τ n m` are arbitrary: they are not derived from single-site scatterers or a multiple-scattering equation. The complex number `s` absorbs the normalisation of T, so that `clusterS` can represent the S-matrix in the chosen convention.

The finite index `L` matters. Spherical-wave translation matrices in three dimensions, cut off at a maximum angular momentum, generally violate the composition law, and centre independence is then not guaranteed. In electronic-structure work, the result supports an origin-independent scattering phase for a single-particle cluster model with finitely many, exactly composing waves.

Standing waves on a line are such a case: `lineJ` rotates the coefficients of cos kx and sin kx, and `lineJ_witness` verifies all three conditions. `clusterS_unitary_witness` adds one scatterer with S = diag(i, 1) about its own position.

## How the proof follows the algebra

`clusterT_shift` distributes the outer factors over the sums and splits each translation with `sub_add_sub_cancel`. `clusterT_factor` proves T = C P E entrywise by reordering finite sums, and `expand_mul_collect` proves E C = G. `det_clusterS_eq_intersite` joins them through `Matrix.det_one_add_mul_comm`; applying it at both centres proves `det_clusterS_independent`.

`clusterS_shift` inserts J(a − b) J(b − a) = 1 into the shift law. The `calc` block in `clusterS_unitary` cancels the inner translations, then uses unitarity at b, and finally cancels the outer pair.

## Traces of powers

The same factorisation, with cyclicity of the trace in place of the determinant identity, gives for every integer q ≥ 1

Tr T(a)^q = Tr (P G)^q,

so these traces are also independent of the centre; this companion identity is derived here by hand and is not a theorem of the file.
